# An augmentation term that cancels the first site's potential in a two-site Hamiltonian and leaves the second's as a uniform shift

The Hamiltonian here is a 2 × 2 complex matrix: a fixed part `H0`, a local potential with values `v 0` and `v 1` on the diagonal, and an augmentation term linear in that potential. The augmentation acts through one projector on the first site, with coefficients -1 and 1, and so adds `v 1 - v 0` to the first diagonal entry. The theorem states that the whole is then `H0` plus `v 1` times the identity, for any complex matrix `H0` and any complex values of the potential. The attempt compares the two sides entry by entry, splits into the four index pairs, and leaves each to `simp` followed by `ring`.

The first attempt, which Lean rejects:

```lean
import Mathlib

open Matrix

namespace TwoSiteFirstPotentialInvisible

variable {n m : Type*} [Fintype n] [DecidableEq n] [Fintype m]

/-- The Hamiltonian of a local potential `v` in an augmented finite basis: a fixed part `H0`,
the potential on the sites, and the augmentation term, linear in `v`, between projectors `P`. -/
noncomputable def hamiltonian (H0 : Matrix n n ℂ) (P : Matrix n m ℂ)
    (Q : n → Matrix m m ℂ) (v : n → ℂ) : Matrix n n ℂ :=
  H0 + diagonal v + P * (∑ r, v r • Q r) * Pᴴ

/-- Two sites and one projector on the first site, with augmentation `-1` and `1`: the
Hamiltonian contains only the potential of the second site, as a uniform shift. -/
theorem two_site_first_potential_invisible (H0 : Matrix (Fin 2) (Fin 2) ℂ) (v : Fin 2 → ℂ) :
    hamiltonian H0 (!![1; 0] : Matrix (Fin 2) (Fin 1) ℂ) ![!![-1], !![1]] v =
      H0 + diagonal (fun _ => v 1) := by
  ext i j
  fin_cases i <;> fin_cases j <;>
    simp [hamiltonian, Matrix.mul_apply, Fin.sum_univ_succ] <;> ring

end TwoSiteFirstPotentialInvisible
```

Lean reports:

```
Try this:
  [apply] ring_nf
  
  The `ring` tactic failed to close the goal. Use `ring_nf` to obtain a normal form.
    
  Note that `ring` works primarily in *commutative* rings. If you have a noncommutative ring, abelian group or module, consider using `noncomm_ring`, `abel` or `module` instead.
Try this:
  [apply] ring_nf
  
  The `ring` tactic failed to close the goal. Use `ring_nf` to obtain a normal form.
    
  Note that `ring` works primarily in *commutative* rings. If you have a noncommutative ring, abelian group or module, consider using `noncomm_ring`, `abel` or `module` instead.
Main.lean:19:38: error: unsolved goals
case «0».«0»
H0 : Matrix (Fin 2) (Fin 2) ℂ
v : Fin 2 → ℂ
⊢ H0 0 0 + v 0 + (![-v 0 + v 1] ᵥ* !![1; 0]ᴴ) 0 = H0 0 0 + v 1

case «0».«1»
H0 : Matrix (Fin 2) (Fin 2) ℂ
v : Fin 2 → ℂ
⊢ (![-v 0 + v 1] ᵥ* !![1; 0]ᴴ) 1 = 0
Main.lean:22:23: warning: This simp argument is unused:
  Matrix.mul_apply

Hint: Omit it from the simp argument list.
  [apply] simp [hamiltonian, Fin.sum_univ_succ]

Note: This linter can be disabled with `set_option linter.unusedSimpArgs false`
```

Diagnosis. The error shows two entries unproved, both in the first row. Each still contains the vector-matrix product `![-v 0 + v 1] ᵥ* !![1; 0]ᴴ`, which `ring` does not evaluate; hence the two messages that `ring` failed. Its suggestion of `ring_nf` would not help, for the same reason.

The warning that `Matrix.mul_apply` is unused points to the cause. That lemma expands an entry of a matrix product into a sum, but `simp` simplifies inner terms first, and its standard lemmas for explicit matrices had already rewritten the product into the `ᵥ*` form, which the lemma does not match.

The repair first runs `simp only`, which leaves those standard lemmas out, while `i` and `j` are still variables. `Matrix.mul_apply` now applies, `Matrix.conjTranspose_apply` reads off the entries of `Pᴴ`, and `Fin.sum_univ_two`, `Matrix.add_apply` and `Matrix.smul_apply` expand the rest. After the case split only explicit entries remain, and `simp` closes all four goals, so `ring` is dropped. The added comment is mere tidying.

The repair, with which the file compiles:

```diff
@@ -19,6 +19,8 @@
       H0 + diagonal (fun _ => v 1) := by
   ext i j
-  fin_cases i <;> fin_cases j <;>
-    simp [hamiltonian, Matrix.mul_apply, Fin.sum_univ_succ] <;> ring
+  -- write all products entrywise before inserting the explicit matrices
+  simp only [hamiltonian, Matrix.add_apply, Matrix.mul_apply, Matrix.conjTranspose_apply,
+    Matrix.smul_apply, Fin.sum_univ_two]
+  fin_cases i <;> fin_cases j <;> simp
 
 end TwoSiteFirstPotentialInvisible
```
